# Coupled response with M + CCᵀ reduces to the auxiliary space when M and 1 + CᵀM⁻¹C are invertible

## Matrices and conventions

Let n label occupied-virtual orbital pairs and m label auxiliary functions. The real n by n matrix M is the uncoupled response matrix, and the real n by m matrix C holds the density-fitted coupling factors, with any spin prefactor absorbed in them. The coupled matrix K and the projected uncoupled response X are

K = M + CCᵀ,
X = CᵀM⁻¹C.

The response equation is Ku = v, with v the perturbation and u the response. Density response functions often carry the opposite overall sign.

In Lean, `n` and `m` are arbitrary finite types, K is `coupledMatrix M C` and X is `auxResponse M C`. Invertibility is written `IsUnit M.det`, which over the reals means a nonzero determinant. M need not be symmetric, and m need not be smaller than n.

```lean
import Mathlib

open Matrix

namespace CoupledResponseAuxiliary

noncomputable section

variable {n m : Type*} [Fintype n] [DecidableEq n] [Fintype m] [DecidableEq m]

/-- The coupled response matrix on orbital pairs: the uncoupled matrix `M` plus the
density-fitted coupling `C Cᵀ`. -/
def coupledMatrix (M : Matrix n n ℝ) (C : Matrix n m ℝ) : Matrix n n ℝ :=
  M + C * Cᵀ

/-- The uncoupled response projected on the auxiliary basis, `X = Cᵀ M⁻¹ C`. -/
def auxResponse (M : Matrix n n ℝ) (C : Matrix n m ℝ) : Matrix m m ℝ :=
  Cᵀ * M⁻¹ * C
```

The coupling must have the form CCᵀ with C real, so its quadratic form is never negative. For real orbitals, Coulomb coupling that is density-fitted in the Coulomb metric has this form. Exact exchange and a general exchange-correlation kernel do not fit into C. They can be put into M, but M is then usually no longer diagonal.

## M is invertible

Physically, the uncoupled system has a finite, unique response to every perturbation. By hand, the hypothesis cancels MM⁻¹:

KM⁻¹C = MM⁻¹C + CCᵀM⁻¹C = C + CX = C(1 + X).

The Lean proof distributes the products and makes the same cancellation with `Matrix.mul_nonsing_inv M hM`.

```lean
/-- The coupled matrix acting on the uncoupled response vectors `M⁻¹ C` gives `C (1 + X)`. -/
theorem coupledMatrix_mul_uncoupled (M : Matrix n n ℝ) (C : Matrix n m ℝ)
    (hM : IsUnit M.det) :
    coupledMatrix M C * (M⁻¹ * C) = C * (1 + auxResponse M C) := by
  unfold coupledMatrix auxResponse
  rw [Matrix.add_mul, Matrix.mul_add, Matrix.mul_one, ← Matrix.mul_assoc M,
    Matrix.mul_nonsing_inv M hM, Matrix.one_mul]
  simp only [Matrix.mul_assoc]
```

The hypothesis also lets M be factored out of K:

K = M(1 + M⁻¹CCᵀ).

Since det(1 + AB) = det(1 + BA) for rectangular A and B, taking A = M⁻¹C and B = Cᵀ gives

det K = det M · det(1 + X).

`Matrix.det_one_add_mul_comm` performs the exchange, which moves the determinant from the pair space to the auxiliary space.

```lean
/-- The determinant of the coupled matrix is that of the uncoupled matrix times the
determinant of `1 + X` in the auxiliary space. -/
theorem det_coupledMatrix (M : Matrix n n ℝ) (C : Matrix n m ℝ) (hM : IsUnit M.det) :
    (coupledMatrix M C).det = M.det * (1 + auxResponse M C).det := by
  have h : coupledMatrix M C = M * (1 + (M⁻¹ * C) * Cᵀ) := by
    unfold coupledMatrix
    rw [Matrix.mul_add, Matrix.mul_one, ← Matrix.mul_assoc M, ← Matrix.mul_assoc M,
      Matrix.mul_nonsing_inv M hM, Matrix.one_mul]
  -- exchange the factors to pass from the pair space to the auxiliary space
  rw [h, Matrix.det_mul, Matrix.det_one_add_mul_comm, ← Matrix.mul_assoc]
  rfl
```

As det M is nonzero, K is invertible exactly when 1 + X is.

```lean
/-- For invertible `M`, the coupled matrix is invertible exactly when `1 + X` is. -/
theorem isUnit_coupledMatrix_iff (M : Matrix n n ℝ) (C : Matrix n m ℝ)
    (hM : IsUnit M.det) :
    IsUnit (coupledMatrix M C).det ↔ IsUnit (1 + auxResponse M C).det := by
  rw [det_coupledMatrix M C hM, IsUnit.mul_iff]
  exact ⟨fun h => h.2, fun h => ⟨hM, h⟩⟩
```

Without this hypothesis the reduction can fail even though K is invertible. Take n = m = 1, M = 0 and C = 1. Then K = 1 and CᵀK⁻¹C = 1, but M⁻¹ does not exist. Lean assigns it the value 0, and X(1 + X)⁻¹ would then be 0.

## 1 + X is invertible

By the equivalence above, this says that the coupled system has no zero mode, that is, no nonzero u with Ku = 0. With such a mode, the response equation would have no solution for some perturbations and infinitely many for the others. By hand, the hypothesis allows KM⁻¹C = C(1 + X) to be multiplied by K⁻¹ on the left and by (1 + X)⁻¹ on the right:

K⁻¹C = M⁻¹C(1 + X)⁻¹.

The `calc` block inserts (1 + X)(1 + X)⁻¹ after C, replaces C(1 + X) by KM⁻¹C and cancels K.

```lean
/-- The coupled response vectors are the uncoupled ones times `(1 + X)⁻¹`. -/
theorem coupledMatrix_inv_mul (M : Matrix n n ℝ) (C : Matrix n m ℝ)
    (hM : IsUnit M.det) (hX : IsUnit (1 + auxResponse M C).det) :
    (coupledMatrix M C)⁻¹ * C = M⁻¹ * C * (1 + auxResponse M C)⁻¹ := by
  have hK := (isUnit_coupledMatrix_iff M C hM).mpr hX
  calc (coupledMatrix M C)⁻¹ * C
      = (coupledMatrix M C)⁻¹ *
          (C * (1 + auxResponse M C) * (1 + auxResponse M C)⁻¹) := by
        rw [Matrix.mul_nonsing_inv_cancel_right _ _ hX]
    _ = (coupledMatrix M C)⁻¹ *
          (coupledMatrix M C * (M⁻¹ * C) * (1 + auxResponse M C)⁻¹) := by
        rw [coupledMatrix_mul_uncoupled M C hM]
    _ = M⁻¹ * C * (1 + auxResponse M C)⁻¹ := by
        rw [Matrix.mul_assoc (coupledMatrix M C),
          Matrix.nonsing_inv_mul_cancel_left _ _ hK]
```

Projecting with Cᵀ gives the main result:

CᵀK⁻¹C = CᵀM⁻¹C(1 + X)⁻¹ = X(1 + X)⁻¹.

The theorem states this together with the invertibility of K.

```lean
/-- If `M` and `1 + X` are invertible, so is the coupled matrix, and the coupled response in
the auxiliary basis is `X (1 + X)⁻¹`. -/
theorem coupled_response_in_auxiliary_space (M : Matrix n n ℝ) (C : Matrix n m ℝ)
    (hM : IsUnit M.det) (hX : IsUnit (1 + auxResponse M C).det) :
    IsUnit (coupledMatrix M C).det ∧
      Cᵀ * (coupledMatrix M C)⁻¹ * C = auxResponse M C * (1 + auxResponse M C)⁻¹ := by
  refine ⟨(isUnit_coupledMatrix_iff M C hM).mpr hX, ?_⟩
  rw [Matrix.mul_assoc, coupledMatrix_inv_mul M C hM hX]
  simp only [auxResponse, Matrix.mul_assoc]
```

A derivation can go wrong here by rewriting the right-hand side as (1 + X⁻¹)⁻¹. That form needs X itself to be invertible, which is impossible when m exceeds n, because the rank of X is at most n. The form X(1 + X)⁻¹ makes no such demand.

For an arbitrary v the full inverse is needed. From CCᵀ = K − M,

K⁻¹CCᵀM⁻¹ = K⁻¹(K − M)M⁻¹ = M⁻¹ − K⁻¹.

Inserting the expression for K⁻¹C and rearranging gives the Woodbury formula for this update:

K⁻¹ = M⁻¹ − M⁻¹C(1 + X)⁻¹CᵀM⁻¹.

Applied to v, it yields the solution

u = M⁻¹v − M⁻¹C(1 + X)⁻¹CᵀM⁻¹v.

In the Lean proof, `hinv` is the inverse formula and `key` is its action on v. The "if and only if" says that, when M and 1 + X are both invertible, this u solves the equation and nothing else does.

```lean
/-- For any perturbation `v`, the coupled response equation has exactly one solution: the
uncoupled response minus a correction obtained by solving with `1 + X`. -/
theorem coupled_equation_iff (M : Matrix n n ℝ) (C : Matrix n m ℝ)
    (hM : IsUnit M.det) (hX : IsUnit (1 + auxResponse M C).det) (u v : n → ℝ) :
    coupledMatrix M C *ᵥ u = v ↔
      u = M⁻¹ *ᵥ v -
        (M⁻¹ * C) *ᵥ ((1 + auxResponse M C)⁻¹ *ᵥ (Cᵀ *ᵥ (M⁻¹ *ᵥ v))) := by
  have hK := (isUnit_coupledMatrix_iff M C hM).mpr hX
  -- the coupling is the difference of the coupled and uncoupled matrices
  have hC : C * Cᵀ = coupledMatrix M C - M := by
    unfold coupledMatrix
    abel
  have hinv : (coupledMatrix M C)⁻¹ =
      M⁻¹ - M⁻¹ * C * (1 + auxResponse M C)⁻¹ * Cᵀ * M⁻¹ := by
    rw [← coupledMatrix_inv_mul M C hM hX, Matrix.mul_assoc _ C, hC, Matrix.mul_sub,
      Matrix.nonsing_inv_mul _ hK, Matrix.sub_mul, Matrix.one_mul, Matrix.mul_assoc _ M,
      Matrix.mul_nonsing_inv M hM, Matrix.mul_one]
    abel
  have key : (coupledMatrix M C)⁻¹ *ᵥ v = M⁻¹ *ᵥ v -
      (M⁻¹ * C) *ᵥ ((1 + auxResponse M C)⁻¹ *ᵥ (Cᵀ *ᵥ (M⁻¹ *ᵥ v))) := by
    rw [hinv]
    simp only [Matrix.sub_mulVec, Matrix.mulVec_mulVec, Matrix.mul_assoc]
  rw [← key]
  constructor
  · intro h
    rw [← h, Matrix.mulVec_mulVec, Matrix.nonsing_inv_mul _ hK, Matrix.one_mulVec]
  · intro h
    rw [h, Matrix.mulVec_mulVec, Matrix.mul_nonsing_inv _ hK, Matrix.one_mulVec]
```

Without the hypothesis, take M = −1 and C = 1 with n = m = 1. Then X = −1, 1 + X = 0 and K = 0, so Ku = v has no solution for nonzero v and infinitely many for v = 0.

## The quadratic form of M is nonnegative

The condition x·Mx ≥ 0 for every x says that the uncoupled system has no direction of negative curvature. Together with invertibility of M, it makes the previous hypothesis automatic.

Suppose (1 + X)y = 0 with y nonzero, and set z = M⁻¹Cy, so that Mz = Cy. Then Xy = Cᵀz, and

y·Xy = y·Cᵀz = (Cy)·z = z·Mz,
0 = y·(1 + X)y = y·y + z·Mz.

Both terms are nonnegative, so y·y = 0 and y = 0, a contradiction. In Lean, `hq` is the first line and `hsum` the second; `hpos z` enters only in `hzero`, through `linarith`.

```lean
/-- If `M` is invertible and its quadratic form is nowhere negative, then `1 + X` is
invertible. -/
theorem isUnit_one_add_auxResponse (M : Matrix n n ℝ) (C : Matrix n m ℝ)
    (hM : IsUnit M.det) (hpos : ∀ x : n → ℝ, 0 ≤ x ⬝ᵥ (M *ᵥ x)) :
    IsUnit (1 + auxResponse M C).det := by
  rw [isUnit_iff_ne_zero]
  intro h0
  obtain ⟨y, hy, h⟩ := Matrix.exists_mulVec_eq_zero_iff.mpr h0
  -- z is the uncoupled response to the potential C y
  obtain ⟨z, hz⟩ : ∃ z, z = M⁻¹ *ᵥ (C *ᵥ y) := ⟨_, rfl⟩
  have hMz : M *ᵥ z = C *ᵥ y := by
    rw [hz, Matrix.mulVec_mulVec, Matrix.mul_nonsing_inv M hM, Matrix.one_mulVec]
  have hXy : auxResponse M C *ᵥ y = Cᵀ *ᵥ z := by
    rw [hz]
    simp only [auxResponse, Matrix.mulVec_mulVec, Matrix.mul_assoc]
  have hq : y ⬝ᵥ (Cᵀ *ᵥ z) = z ⬝ᵥ (M *ᵥ z) := by
    rw [Matrix.dotProduct_mulVec, Matrix.vecMul_transpose, ← hMz, dotProduct_comm]
  have hsum : y ⬝ᵥ y + z ⬝ᵥ (M *ᵥ z) = 0 := by
    rw [← hq, ← hXy, ← dotProduct_add]
    rw [Matrix.add_mulVec, Matrix.one_mulVec] at h
    rw [h, dotProduct_zero]
  have hyy : 0 ≤ y ⬝ᵥ y := Finset.sum_nonneg fun i _ => mul_self_nonneg (y i)
  have hzero : y ⬝ᵥ y = 0 := by linarith [hpos z]
  exact hy (dotProduct_self_eq_zero.mp hzero)
```

Without the condition, 1 + X may or may not be invertible: with C = 1, M = −1 gives 1 + X = 0, whereas M = −2 gives 1 + X = 1/2.

## M is diagonal with positive entries

For real closed-shell orbitals, a real local perturbation and Coulomb coupling only, at imaginary frequency iω and in atomic units, the diagonal entries are d_a = Δ_a + ω²/Δ_a, where Δ_a is the orbital energy gap of pair a. Positive gaps make every d_a positive. Then det M = ∏ₐ d_a is nonzero and x·Mx = Σₐ d_a x_a² ≥ 0, so both earlier hypotheses hold. Inverting M entry by entry gives

X_PQ = Σₐ C_aP C_aQ / d_a.

The proof establishes the determinant and the inverse first, then supplies the nonnegative quadratic form to the preceding theorem.

```lean
/-- For a diagonal uncoupled matrix with positive entries `d`, `X` is a sum over orbital pairs
weighted by `1 / d`, the coupled matrix is invertible, and the coupled response in the
auxiliary basis is `X (1 + X)⁻¹`. -/
theorem coupled_response_diagonal (d : n → ℝ) (hd : ∀ a, 0 < d a) (C : Matrix n m ℝ) :
    (∀ P Q, auxResponse (diagonal d) C P Q = ∑ a, C a P * C a Q / d a) ∧
      IsUnit (coupledMatrix (diagonal d) C).det ∧
      Cᵀ * (coupledMatrix (diagonal d) C)⁻¹ * C =
        auxResponse (diagonal d) C * (1 + auxResponse (diagonal d) C)⁻¹ := by
  have hM : IsUnit (diagonal d).det := by
    rw [Matrix.det_diagonal, isUnit_iff_ne_zero]
    exact Finset.prod_ne_zero_iff.mpr fun a _ => (hd a).ne'
  have hinv : (diagonal d)⁻¹ = diagonal (fun a => (d a)⁻¹) := by
    apply Matrix.inv_eq_right_inv
    have h1 : (fun a => d a * (d a)⁻¹) = fun _ => (1 : ℝ) :=
      funext fun a => mul_inv_cancel₀ (hd a).ne'
    rw [Matrix.diagonal_mul_diagonal, h1, Matrix.diagonal_one]
  refine ⟨fun P Q => ?_, coupled_response_in_auxiliary_space _ C hM
    (isUnit_one_add_auxResponse _ C hM fun x => ?_)⟩
  · rw [auxResponse, hinv, Matrix.mul_apply]
    refine Finset.sum_congr rfl fun a _ => ?_
    rw [Matrix.mul_diagonal, Matrix.transpose_apply]
    ring
  · refine Finset.sum_nonneg fun a _ => ?_
    rw [Matrix.mulVec_diagonal]
    nlinarith [mul_nonneg (hd a).le (mul_self_nonneg (x a))]

end

end CoupledResponseAuxiliary
```

If some d_a is zero, M is singular and X is undefined; if some d_a is negative, 1 + X can be singular, as the example M = −1, C = 1 shows.

In a dispersion calculation by symmetry-adapted perturbation theory (SAPT) with this Coulomb-only, density-fitted response, a program can form X at each imaginary frequency by a weighted matrix product over pairs, at a cost proportional to nm² with n and m now the two dimensions. It then factorises 1 + X, which is symmetric and positive definite here, and solves for X(1 + X)⁻¹ at a cost proportional to m³. A dense factorisation of K would cost n³.

```lean
#print axioms CoupledResponseAuxiliary.coupled_response_in_auxiliary_space
-- 'CoupledResponseAuxiliary.coupled_response_in_auxiliary_space' depends on axioms: [propext, Classical.choice, Quot.sound]
#print axioms CoupledResponseAuxiliary.coupled_equation_iff
-- 'CoupledResponseAuxiliary.coupled_equation_iff' depends on axioms: [propext, Classical.choice, Quot.sound]
#print axioms CoupledResponseAuxiliary.coupled_response_diagonal
-- 'CoupledResponseAuxiliary.coupled_response_diagonal' depends on axioms: [propext, Classical.choice, Quot.sound]
```
